# The Daleckii–Krein formula for polynomials of a diagonalizable matrix

Take a diagonal matrix H with levels e_i on the diagonal, perturb it to H + sV, and square it:

(H + sV)² = H² + s(HV + VH) + s²V²

The first-order term has the entries

(HV + VH)_ij = (e_i + e_j) V_ij

For distinct levels the factor e_i + e_j equals (e_i² − e_j²)/(e_i − e_j), the difference quotient of x². For equal levels it is 2e_i, the derivative of x². H and V need not commute, and their ordering turns the derivative of the function into a difference quotient between two levels. The same happens for every polynomial p: at s = 0 the entry (i, j) of p(H + sV) has the derivative V_ij p[e_i, e_j], where p[x, y] is the difference quotient of p for x ≠ y and p'(x) for x = y.

## Levels, coupling and divided differences

The basis states are labelled by a finite type `n`. The levels `e : n → ℂ` and the matrix `V` are complex, with no Hermiticity assumed, and levels may coincide.

In Lean 4 with Mathlib:

```lean
import Mathlib

open Polynomial (X C aeval derivative)

namespace DaleckiiKrein

noncomputable section

variable {n : Type*} [Fintype n] [DecidableEq n]
```

The weight that multiplies V_ij is the divided difference

p[x, y] = (p(x) − p(y))/(x − y) for x ≠ y, and p[x, x] = p'(x)

```lean
/-- The divided difference of a polynomial at two levels: the difference quotient for
distinct levels, and the derivative for equal ones. -/
def dividedDifference (p : Polynomial ℂ) (x y : ℂ) : ℂ :=
  if x = y then (derivative p).eval x else (p.eval x - p.eval y) / (x - y)
```

It is linear in p. Additivity holds in both cases, because evaluation, differentiation and division by a fixed x − y are all additive:

(p + q)[x, y] = p[x, y] + q[x, y]

```lean
/-- The divided difference of a sum is the sum of the divided differences. -/
theorem dividedDifference_add (p q : Polynomial ℂ) (x y : ℂ) :
    dividedDifference (p + q) x y = dividedDifference p x y + dividedDifference q x y := by
  by_cases h : x = y
  · simp only [dividedDifference, if_pos h, Polynomial.derivative_add, Polynomial.eval_add]
  · simp only [dividedDifference, if_neg h, Polynomial.eval_add]
    ring
```

A constant factor a comes out for the same reason:

(a p)[x, y] = a p[x, y]

```lean
/-- A constant factor can be taken out of the divided difference. -/
theorem dividedDifference_C_mul (a : ℂ) (p : Polynomial ℂ) (x y : ℂ) :
    dividedDifference (C a * p) x y = a * dividedDifference p x y := by
  by_cases h : x = y
  · simp only [dividedDifference, if_pos h, Polynomial.derivative_C_mul, Polynomial.eval_mul,
      Polynomial.eval_C]
  · simp only [dividedDifference, if_neg h, Polynomial.eval_mul, Polynomial.eval_C]
    ring
```

By linearity it is enough to know the powers. Write D_k(x, y) for the divided difference of the k-th power. For x ≠ y, start from

x^(k+1) − y^(k+1) = (x^k − y^k) y + x^k (x − y)

and divide by x − y. For x = y, the product rule gives (x^k · x)' = (x^k)' x + x^k. Both cases read

D_{k+1}(x, y) = D_k(x, y) y + x^k

```lean
/-- The recursion that leads from the divided difference of one power to that of the next. -/
theorem dividedDifference_pow_succ (k : ℕ) (x y : ℂ) :
    dividedDifference (X ^ (k + 1)) x y = dividedDifference (X ^ k) x y * y + x ^ k := by
  by_cases h : x = y
  · subst h
    simp only [dividedDifference, ↓reduceIte, pow_succ, Polynomial.derivative_mul,
      Polynomial.derivative_X, Polynomial.eval_add, Polynomial.eval_mul, Polynomial.eval_X,
      Polynomial.eval_pow, mul_one]
  · have hxy : x - y ≠ 0 := sub_ne_zero.mpr h
    have hq : (x ^ k - y ^ k) / (x - y) * (x - y) = x ^ k - y ^ k := div_mul_cancel₀ _ hxy
    simp only [dividedDifference, if_neg h, Polynomial.eval_pow, Polynomial.eval_X]
    rw [div_eq_iff hxy]
    linear_combination (-y) * hq
```

The proof splits on whether x = y. In the unequal case `div_eq_iff` clears the denominator on the left, and `linear_combination` finishes with `hq`, which says that the quotient times x − y returns x^k − y^k.

## Powers of the perturbed matrix

Let M(s) = H + sV with H = diag(e). The zeroth power is the identity for every s, so its derivative vanishes, in agreement with D_0 = 0. Suppose that every entry of M^k has the derivative V_ij D_k(e_i, e_j) at s = 0. Splitting off the last factor,

(M^(k+1))_ij = Σ_l (M^k)_il M_lj

and the product rule at s = 0 gives

Σ_l [ V_il D_k(e_i, e_l) H_lj + (H^k)_il V_lj ]

Since H_lj = e_j δ_lj and (H^k)_il = e_i^k δ_il, only l = j survives in the first sum and only l = i in the second:

V_ij [ D_k(e_i, e_j) e_j + e_i^k ] = V_ij D_{k+1}(e_i, e_j)

```lean
/-- First-order response of the entries of a power of `diag(e) + s V`. -/
theorem hasDerivAt_pow_entry (e : n → ℂ) (V : Matrix n n ℂ) (k : ℕ) : ∀ i j,
    HasDerivAt (fun s : ℂ => ((Matrix.diagonal e + s • V) ^ k) i j)
      (V i j * dividedDifference (X ^ k) (e i) (e j)) 0 := by
  induction k with
  | zero =>
    intro i j
    have h0 : dividedDifference (X ^ 0) (e i) (e j) = 0 := by simp [dividedDifference]
    rw [h0, mul_zero]
    simp only [pow_zero]
    exact hasDerivAt_const _ _
  | succ k ih =>
    intro i j
    have hentry : ∀ l, HasDerivAt (fun s : ℂ => (Matrix.diagonal e + s • V) l j) (V l j) 0 :=
      fun l => (hasDerivAt_mul_const (V l j)).const_add (Matrix.diagonal e l j)
    -- product rule for the last factor
    have hsum : HasDerivAt
        (fun s : ℂ => ∑ l, ((Matrix.diagonal e + s • V) ^ k) i l *
          (Matrix.diagonal e + s • V) l j)
        (∑ l, (V i l * dividedDifference (X ^ k) (e i) (e l) *
          (Matrix.diagonal e + (0 : ℂ) • V) l j +
          ((Matrix.diagonal e + (0 : ℂ) • V) ^ k) i l * V l j)) 0 :=
      HasDerivAt.fun_sum fun l _ => (ih i l).fun_mul (hentry l)
    rw [dividedDifference_pow_succ]
    simp only [pow_succ, Matrix.mul_apply]
    refine hsum.congr_deriv ?_
    -- at zero coupling both sums collapse to one term
    simp only [zero_smul, add_zero, Matrix.diagonal_pow, Finset.sum_add_distrib,
      Matrix.diagonal_apply, mul_ite, ite_mul, mul_zero, zero_mul, Finset.sum_ite_eq,
      Finset.sum_ite_eq', Finset.mem_univ, if_true, Pi.pow_apply]
    ring
```

`HasDerivAt f f' 0` says that f is differentiable at 0 with derivative f'. Here f is a single matrix entry as a function of the complex coupling s, so no matrix norm has to be chosen; a real coupling is the restriction to the real axis. The induction hypothesis `ih` covers all pairs of indices, because the product rule calls on it at (i, l) for every l. `hentry` is the derivative of M_lj, `hsum` is the product rule under the sum, and the last `simp only` carries out the Kronecker deltas.

## All polynomials

A polynomial is a finite sum of terms a x^k. Differentiation is linear, and so is the divided difference, so the result for powers gives

d/ds p(H + sV)_ij at s = 0 is V_ij p[e_i, e_j]

```lean
/-- **Daleckii-Krein formula** for polynomials: the first-order response of `p(diag(e) + s V)`
is `V`, multiplied entry by entry by the divided differences of `p` at the levels. -/
theorem daleckii_krein (e : n → ℂ) (V : Matrix n n ℂ) (p : Polynomial ℂ) (i j : n) :
    HasDerivAt (fun s : ℂ => (aeval (Matrix.diagonal e + s • V) p) i j)
      (V i j * dividedDifference p (e i) (e j)) 0 := by
  induction p using Polynomial.induction_on' with
  | add p q hp hq =>
    simp only [_root_.map_add, Matrix.add_apply, dividedDifference_add, mul_add]
    exact hp.fun_add hq
  | monomial k a =>
    rw [← Polynomial.C_mul_X_pow_eq_monomial, dividedDifference_C_mul]
    have hf : ∀ s : ℂ, (aeval (Matrix.diagonal e + s • V) (C a * X ^ k)) i j =
        a * ((Matrix.diagonal e + s • V) ^ k) i j := by
      intro s
      rw [_root_.map_mul, Polynomial.aeval_C, _root_.map_pow, Polynomial.aeval_X,
        ← Algebra.smul_def, Matrix.smul_apply, smul_eq_mul]
    simp only [hf]
    exact ((hasDerivAt_pow_entry e V k i j).const_mul a).congr_deriv (by ring)
```

The expression `aeval (Matrix.diagonal e + s • V) p` is p evaluated in the matrix algebra, with the constant term multiplying the identity. The induction over `p` has one case for sums and one for single terms, and the second calls `hasDerivAt_pow_entry`.

The name Daleckii–Krein is usually attached to a formula for wider classes of functions, such as smooth functions of Hermitian matrices. The theorem here treats polynomials, for which no spectral calculus is needed and non-Hermitian perturbations cause no difficulty. An exponential or a Fermi function enters only through a polynomial that approximates it.

For the trace only the entries with i = j count, and there the divided difference is the ordinary derivative:

d/ds Tr p(H + sV) at s = 0 is Σ_i V_ii p'(e_i)

With p(x) = x this is Tr V, and with p(x) = x² it is 2 Σ_i e_i V_ii. The off-diagonal part of V does not affect the trace to first order.

```lean
/-- The trace of `p(diag(e) + s V)` responds to first order through the diagonal entries
of `V`, weighted with the derivative of `p` at the levels. -/
theorem hasDerivAt_trace (e : n → ℂ) (V : Matrix n n ℂ) (p : Polynomial ℂ) :
    HasDerivAt (fun s : ℂ => Matrix.trace (aeval (Matrix.diagonal e + s • V) p))
      (∑ i, V i i * (derivative p).eval (e i)) 0 := by
  have h : HasDerivAt (fun s : ℂ => ∑ i, (aeval (Matrix.diagonal e + s • V) p) i i)
      (∑ i, V i i * dividedDifference p (e i) (e i)) 0 :=
    HasDerivAt.fun_sum fun i _ => daleckii_krein e V p i i
  simp only [dividedDifference, ↓reduceIte] at h
  exact h
```

## From the diagonal matrix to an eigenbasis

A Hamiltonian is seldom given in diagonal form. To change basis inside a polynomial, suppose that AU = UB. Then A²U = AUB = UB², and in the same way A^k U = U B^k for every k. Taking linear combinations,

p(A) U = U p(B)

```lean
/-- If `U` intertwines two matrices, it intertwines every polynomial of them. -/
theorem aeval_intertwine {A B U : Matrix n n ℂ} (h : A * U = U * B) (p : Polynomial ℂ) :
    aeval A p * U = U * aeval B p := by
  induction p using Polynomial.induction_on' with
  | add p q hp hq => simp only [_root_.map_add, add_mul, mul_add, hp, hq]
  | monomial k a =>
    have hs : SemiconjBy U B A := h.symm
    have hk : A ^ k * U = U * B ^ k := (hs.pow_right k).eq.symm
    simp only [Polynomial.aeval_monomial, ← Algebra.smul_def, smul_mul_assoc,
      mul_smul_comm, hk]
```

Mathlib's `SemiconjBy` expresses the relation AU = UB, and its `pow_right` supplies the step to powers.

Now let the columns of U be right eigenvectors of H and the rows of W the dual left eigenvectors:

HU = U diag(e), WU = 1

For square matrices WU = 1 implies UW = 1, hence VU = U(WVU), and

(H + sV) U = U (diag(e) + s WVU)

Applying the previous result and multiplying by W from the left,

W p(H + sV) U = p(diag(e) + s WVU)

The right-hand side is the case already solved, with WVU in the place of V. The response in the eigenbasis is therefore (WVU)_ij p[e_i, e_j].

```lean
/-- The Daleckii-Krein formula for polynomials of a diagonalizable `H`, with the columns of `U` as
right eigenvectors and the rows of `W` as the dual left eigenvectors. -/
theorem daleckii_krein_eigenbasis {H U W : Matrix n n ℂ} {e : n → ℂ}
    (hH : H * U = U * Matrix.diagonal e) (hWU : W * U = 1)
    (V : Matrix n n ℂ) (p : Polynomial ℂ) (i j : n) :
    HasDerivAt (fun s : ℂ => (W * aeval (H + s • V) p * U) i j)
      ((W * V * U) i j * dividedDifference p (e i) (e j)) 0 := by
  have hUW : U * W = 1 := mul_eq_one_comm.mp hWU
  have hV : U * (W * V * U) = V * U := by
    rw [← mul_assoc, ← mul_assoc, hUW, one_mul]
  -- in the eigenbasis the perturbed matrix is diagonal plus the transformed perturbation
  have key : ∀ s : ℂ, W * aeval (H + s • V) p * U =
      aeval (Matrix.diagonal e + s • (W * V * U)) p := by
    intro s
    have h : (H + s • V) * U = U * (Matrix.diagonal e + s • (W * V * U)) := by
      rw [add_mul, mul_add, hH, smul_mul_assoc, mul_smul_comm, hV]
    rw [mul_assoc, aeval_intertwine h p, ← mul_assoc, hWU, one_mul]
  simp only [key]
  exact daleckii_krein e (W * V * U) p i j
```

The hypotheses `hH` and `hWU` together say that H is diagonalizable, so a matrix with a nontrivial Jordan block is excluded. For a Hermitian H with orthonormal eigenvectors, W is the adjoint of U and (WVU)_ij is the usual matrix element ⟨i|V|j⟩. U and W belong to the unperturbed H and stay fixed as s varies.

## Response between an occupied and an empty level

Let p take the value 1 on level i, which stands for an occupied orbital, and 0 on level j, which stands for an empty one. The two levels must then differ, since p cannot take both values at one point, and the divided difference becomes

p[e_i, e_j] = (1 − 0)/(e_i − e_j)

so that the response between them is

(WVU)_ij / (e_i − e_j)

```lean
/-- If `p` is one on level `i` and zero on level `j`, the response of `p(H + s V)` between
them is the matrix element of `V` divided by the level difference. -/
theorem occupied_virtual_response {H U W : Matrix n n ℂ} {e : n → ℂ}
    (hH : H * U = U * Matrix.diagonal e) (hWU : W * U = 1)
    (V : Matrix n n ℂ) (p : Polynomial ℂ) {i j : n}
    (hi : p.eval (e i) = 1) (hj : p.eval (e j) = 0) :
    HasDerivAt (fun s : ℂ => (W * aeval (H + s • V) p * U) i j)
      ((W * V * U) i j / (e i - e j)) 0 := by
  have hne : e i ≠ e j := by
    intro h
    rw [h, hj] at hi
    exact zero_ne_one hi
  refine (daleckii_krein_eigenbasis hH hWU V p i j).congr_deriv ?_
  rw [dividedDifference, if_neg hne, hi, hj, sub_zero, mul_one_div]
```

This is the familiar first-order expression for the occupied–virtual block of a density matrix, here for non-interacting particles in a finite basis, with a perturbation V that does not itself respond to the density. When the density matrix is approximated by a fixed polynomial p of the Hamiltonian whose values on the levels are only close to 1 and 0, the numerator 1 is replaced by p(e_i) − p(e_j), and the expression holds approximately.

The smallest example has two states coupled by an off-diagonal element 1:

H = (0 1; 1 0), with levels e_0 = 1 and e_1 = −1

The normalised eigenvectors are (1, 1)/√2 and (1, −1)/√2. The code uses the unnormalised columns (1, 1) and (1, −1), and W carries the compensating factor 1/2. Because both columns have the same length, the entries of WVU agree with the normalised matrix elements. The polynomial is

p(x) = (x + 1)/2, with p(1) = 1 and p(−1) = 0

```lean
/-- A two-level system with levels `1` and `-1`, its eigenvectors and dual eigenvectors, and
the polynomial `(x + 1)/2`, which is one on the first level and zero on the second. -/
theorem occupied_virtual_response_witness :
    (!![0, 1; 1, 0] : Matrix (Fin 2) (Fin 2) ℂ) * !![1, 1; 1, -1] =
      !![1, 1; 1, -1] * Matrix.diagonal ![1, -1] ∧
    (!![1/2, 1/2; 1/2, -1/2] : Matrix (Fin 2) (Fin 2) ℂ) * !![1, 1; 1, -1] = 1 ∧
    (C (1/2) * (X + 1) : Polynomial ℂ).eval 1 = 1 ∧
    (C (1/2) * (X + 1) : Polynomial ℂ).eval (-1) = 0 := by
  refine ⟨?_, ?_, ?_, ?_⟩
  · ext i j
    fin_cases i <;> fin_cases j <;>
      simp [Matrix.mul_apply, Fin.sum_univ_succ, Matrix.diagonal_apply]
  · ext i j
    fin_cases i <;> fin_cases j <;>
      norm_num [Matrix.mul_apply, Fin.sum_univ_succ, Matrix.one_apply]
  · simp only [Polynomial.eval_mul, Polynomial.eval_C, Polynomial.eval_add, Polynomial.eval_X,
      Polynomial.eval_one]
    norm_num
  · simp only [Polynomial.eval_mul, Polynomial.eval_C, Polynomial.eval_add, Polynomial.eval_X,
      Polynomial.eval_one]
    norm_num

end

end DaleckiiKrein
```

The four parts of the statement are the eigenvalue equation, the duality WU = 1 and the two occupation values, which are what `occupied_virtual_response` requires for i = 0 and j = 1. The occupied level is here the upper one, so the example describes an excited state and not the ground state; the formula holds for either order of the levels. The response between the two levels is then (WVU)_01/2. For V = diag(1, −1) the matrix element is 1 and the response is 1/2.

The example also shows why the result concerns an entry between two levels and not the whole density matrix. Choose V = H. For small real s the eigenvectors of (1 + s)H are those of H, so the projector onto the occupied state does not change at all. The polynomial, however, takes the value (2 + s)/2 on the shifted level, and in the eigenbasis of H the diagonal entry of p(H + sV) that belongs to this level grows at the rate p'(1) = 1/2. This polynomial has a nonzero slope at the occupied level and so registers its motion to first order, whereas the projector does not.

```lean
#print axioms DaleckiiKrein.hasDerivAt_trace
#print axioms DaleckiiKrein.daleckii_krein_eigenbasis
#print axioms DaleckiiKrein.occupied_virtual_response
```

```
'DaleckiiKrein.hasDerivAt_trace' depends on axioms: [propext, Classical.choice, Quot.sound]
'DaleckiiKrein.daleckii_krein_eigenbasis' depends on axioms: [propext, Classical.choice, Quot.sound]
'DaleckiiKrein.occupied_virtual_response' depends on axioms: [propext, Classical.choice, Quot.sound]
```
